# Adding multiples of earlier orbitals to later ones keeps every leading minor of an overlap matrix

The lemma `leadingMinor_mul_right` says that if an m by m matrix M over a field is multiplied on the right by an upper triangular matrix R with ones on its diagonal, the determinant of the top left k by k block does not change, for every k up to m. In physics, M can be the matrix of overlaps between two finite lists of orbitals, which need be neither normalised nor orthogonal. Multiplying by R then adds to each orbital of the second list a combination of the orbitals before it. The attempt shows that the leading block of MR is the product of the leading blocks of M and R, and that the block of R has determinant 1.

An attempt in Lean 4 with a fault in it:

```lean
import Mathlib

open Matrix

namespace BiorthogonalizationWithoutBreakdown

variable {K n : Type*} [Field K] [Fintype n] {m : ℕ}

/-- Upper triangular matrices with ones on the diagonal. -/
def UnitUpper (R : Matrix (Fin m) (Fin m) K) : Prop :=
  (∀ i, R i i = 1) ∧ ∀ i j, j < i → R i j = 0

/-- The determinant of the top left `k` by `k` block. -/
def leadingMinor (G : Matrix (Fin m) (Fin m) K) (k : ℕ) (hk : k ≤ m) : K :=
  (G.submatrix (Fin.castLE hk) (Fin.castLE hk)).det

/-- A sum whose terms vanish from index `k` on is a sum over the first `k` indices. -/
theorem sum_leading {k : ℕ} (hk : k ≤ m) (f : Fin m → K)
    (hf : ∀ a : Fin m, k ≤ a.val → f a = 0) :
    ∑ b : Fin k, f (Fin.castLE hk b) = ∑ a, f a := by
  refine Fintype.sum_of_injective (Fin.castLE hk) (Fin.castLE_injective hk) _ _ ?_
    (fun _ => rfl)
  intro a ha
  apply hf
  by_contra h
  exact ha ⟨⟨a.val, by omega⟩, rfl⟩

/-- Multiplication on the right by a unit upper triangular matrix keeps every leading minor. -/
theorem leadingMinor_mul_right {R : Matrix (Fin m) (Fin m) K} (hR : UnitUpper R)
    (M : Matrix (Fin m) (Fin m) K) {k : ℕ} (hk : k ≤ m) :
    leadingMinor (M * R) k hk = leadingMinor M k hk := by
  -- leading blocks multiply, because `R` has nothing below the diagonal
  have hblock : (M * R).submatrix (Fin.castLE hk) (Fin.castLE hk) =
      M.submatrix (Fin.castLE hk) (Fin.castLE hk) *
        R.submatrix (Fin.castLE hk) (Fin.castLE hk) := by
    ext i j
    simp only [Matrix.submatrix_apply, Matrix.mul_apply]
    refine (sum_leading hk (fun a => M (Fin.castLE hk i) a * R a (Fin.castLE hk j)) ?_).symm
    intro a ha
    have hlt : Fin.castLE hk j < a := lt_of_lt_of_le j.isLt ha
    simp [hR.2 _ _ hlt]
  have hdet : (R.submatrix (Fin.castLE hk) (Fin.castLE hk)).det = 1 := by
    rw [Matrix.det_of_upperTriangular (fun i j hij => hR.2 _ _ hij)]
    simp [hR.1]
  unfold leadingMinor
  rw [hblock, Matrix.det_mul, hdet, mul_one]

end BiorthogonalizationWithoutBreakdown
```

The compiler's answer:

```
Main.lean:40:60: error: Application type mismatch: The argument
  ha
has type
  k ≤ ↑a
but is expected to have type
  ?m.96 ≤ a
in the application
  lt_of_lt_of_le ?m.99 ha
Main.lean:43:8: warning: `Matrix.det_of_upperTriangular` has been deprecated: Use `Matrix.det_of_isUpperTriangular` instead
Main.lean:43:8: error: Tactic `rewrite` failed: Did not find an occurrence of the pattern
  det fun i j => R (id i) (id j)
in the target expression
  (R.submatrix (Fin.castLE hk) (Fin.castLE hk)).det = 1

K : Type u_1
inst✝ : Field K
m : ℕ
R : Matrix (Fin m) (Fin m) K
hR : UnitUpper R
M : Matrix (Fin m) (Fin m) K
k : ℕ
hk : k ≤ m
hblock :
  (M * R).submatrix (Fin.castLE hk) (Fin.castLE hk) =
    M.submatrix (Fin.castLE hk) (Fin.castLE hk) * R.submatrix (Fin.castLE hk) (Fin.castLE hk)
⊢ (R.submatrix (Fin.castLE hk) (Fin.castLE hk)).det = 1
```

Diagnosis. The first error is a mix of two orders. The goal `Fin.castLE hk j < a` compares elements of `Fin m`, so Lean expects the arguments of `lt_of_lt_of_le` to do the same, but `ha` compares natural numbers. The repair proves the inequality between the values first, as `hval`, and then uses it for the indices, whose order is by definition that of their values.

The second error comes from the argument given to `Matrix.det_of_upperTriangular`. From `hR.2 _ _ hij` Lean inferred that the matrix was the whole of `R`, written `fun i j => R (id i) (id j)`, and the goal contains only the determinant of a block of `R`. The repair rewrites without that argument, so the matrix is taken from the goal, and proves triangularity afterwards. There `hlt` restates `hij` for the corresponding indices of `R`, as `hR.2` requires.

The change to `Matrix.det_of_isUpperTriangular` answers the deprecation warning; the old name was not the cause of the error.

The repair, with which the file compiles:

```diff
@@ -38,9 +38,13 @@
     refine (sum_leading hk (fun a => M (Fin.castLE hk i) a * R a (Fin.castLE hk j)) ?_).symm
     intro a ha
-    have hlt : Fin.castLE hk j < a := lt_of_lt_of_le j.isLt ha
+    have hval : j.val < a.val := lt_of_lt_of_le j.isLt ha
+    have hlt : Fin.castLE hk j < a := hval
     simp [hR.2 _ _ hlt]
   have hdet : (R.submatrix (Fin.castLE hk) (Fin.castLE hk)).det = 1 := by
-    rw [Matrix.det_of_upperTriangular (fun i j hij => hR.2 _ _ hij)]
-    simp [hR.1]
+    rw [Matrix.det_of_isUpperTriangular]
+    · simp [hR.1]
+    · intro i j hij
+      have hlt : Fin.castLE hk j < Fin.castLE hk i := hij
+      exact hR.2 _ _ hlt
   unfold leadingMinor
   rw [hblock, Matrix.det_mul, hdet, mul_one]
```
